# A continuously differentiable curvature on the plane has exactly one differentiable connection in radial gauge

Take a uniform curvature $B$ on the plane. Its integral along the ray from the origin ($s=0$) to $(x,y)$ ($s=1$), with weight $s$, is $c=\int_0^1 sB\,ds=B/2$. The connection $A=(-yc,\,xc)=(-By/2,\,Bx/2)$ is the symmetric gauge, and each of the two terms in its curl $\partial_xA_y-\partial_yA_x$ contributes $B/2$.

If the curvature varies, the derivatives of $c$ enter as well. For $\Omega(x,y)=x$ the weighted integral is $c=\int_0^1 s\cdot sx\,ds=x/3$, so $A=(-xy/3,\,x^2/3)$. Now $\partial_xA_y=2x/3$ and $-\partial_yA_x=x/3$, which again add up to $\Omega$. The weight $s$ makes this balance work for every continuously differentiable curvature.

## The connection as a ray integral

Write $p=(x,y)$. For a continuously differentiable $\Omega:\mathbb R^2\to\mathbb R$, set

$$c(p)=\int_0^1 s\,\Omega(sp)\,ds,\qquad A(p)=\bigl(-y\,c(p),\;x\,c(p)\bigr).$$

Then $A$ is differentiable and satisfies, at every point,

$$\partial_xA_y-\partial_yA_x=\Omega,\qquad xA_x+yA_y=0.$$

No other differentiable connection satisfies both equations. The second equation is the radial gauge condition: $A$ has no component along the ray from the origin.

## From curvature samples to a connection

A code may have the Berry curvature of a single isolated band as a function on a planar patch of $k$-space that contains the straight segment from the origin to each of its points, as in a two-dimensional $k\cdot p$ model, and need a connection for line integrals. The formula supplies one from a one-dimensional integral per point, provided that the curvature extends smoothly to the whole plane, which is the domain treated here. The same formula gives a vector potential for a static perpendicular magnetic field $B_z(x,y)$ in a planar one-electron model.

The gauge condition also gives a simple check on an implementation: the line integral of $A$ along any segment that starts at the origin and follows a ray is zero. The linear curvature above tests the weight $s$ and the signs together.

## Differentiating and integrating along rays

**The connection has the right curl.** The partial derivatives of the integrand are $\partial_x[s\,\Omega(sp)]=s^2(\partial_x\Omega)(sp)$, and likewise for $y$. They are continuous, hence bounded for $s\in[0,1]$ and $p$ in a compact neighbourhood, so $c$ may be differentiated under the integral:

$$\nabla c(p)=\int_0^1 s^2(\nabla\Omega)(sp)\,ds.$$

By the product and chain rules,

$$\frac{d}{ds}\bigl[s^2\Omega(sp)\bigr]=2s\,\Omega(sp)+s^2\,p\cdot(\nabla\Omega)(sp).$$

Integrating from $0$ to $1$ gives

$$\Omega(p)=2c(p)+p\cdot\nabla c(p).$$

The curl of $A$ is the same expression:

$$\partial_x(xc)+\partial_y(yc)=2c+x\,\partial_xc+y\,\partial_yc=\Omega.$$

The gauge condition is immediate, since $x(-yc)+y(xc)=0$.

**There is no other such connection.** Let $A$ now be any differentiable connection with $xA_x+yA_y=0$ and curl $\Omega$. Differentiating the gauge condition in $x$ and in $y$ gives

$$A_x+x\,\partial_xA_x+y\,\partial_xA_y=0,\qquad A_y+x\,\partial_yA_x+y\,\partial_yA_y=0.$$

In the first equation, replace $\partial_xA_y$ by $\Omega+\partial_yA_x$. In the second, replace $\partial_yA_x$ by $\partial_xA_y-\Omega$. Together they become

$$A+(x\partial_x+y\partial_y)A=\Omega\,(-y,x).$$

Evaluate this at the point $sp$. The left side is the derivative of $s\,A(sp)$ with respect to $s$, so

$$\frac{d}{ds}\bigl[s\,A(sp)\bigr]=s\,\Omega(sp)\,(-y,x).$$

Integrating from $0$ to $1$ gives $A(p)=c(p)\,(-y,x)$, which is the connection defined above.

## The Lean file

```lean
import Mathlib

noncomputable section

namespace RadialGauge

/-- The curl `∂ₓ A_y - ∂_y Aₓ` of a connection on the plane. -/
def curl (A : ℝ × ℝ → ℝ × ℝ) (p : ℝ × ℝ) : ℝ :=
  (fderiv ℝ A p (1, 0)).2 - (fderiv ℝ A p (0, 1)).1

/-- The radial gauge condition `x Aₓ + y A_y = 0` at every point. -/
def IsRadial (A : ℝ × ℝ → ℝ × ℝ) : Prop :=
  ∀ p : ℝ × ℝ, p.1 * (A p).1 + p.2 * (A p).2 = 0

/-- The weighted integral `c(p) = ∫₀¹ s Ω(s p) ds` of the curvature along the ray to `p`. The weight
`s` integrates to `1/2`, so this is half of the normalised weighted average. -/
def rayAverage (Ω : ℝ × ℝ → ℝ) (p : ℝ × ℝ) : ℝ :=
  ∫ s in (0 : ℝ)..1, s * Ω (s • p)

/-- The connection `(-y c, x c)` built from the weighted ray integral `c` of the curvature. -/
def radialPotential (Ω : ℝ × ℝ → ℝ) (p : ℝ × ℝ) : ℝ × ℝ :=
  (-(p.2 * rayAverage Ω p), p.1 * rayAverage Ω p)

/-- A linear map on the plane is fixed by its values on the two coordinate directions. -/
lemma apply_eq_coordinates {F : Type*} [NormedAddCommGroup F] [NormedSpace ℝ F]
    (L : ℝ × ℝ →L[ℝ] F) (p : ℝ × ℝ) :
    L p = p.1 • L (1, 0) + p.2 • L (0, 1) := by
  have h : p = p.1 • ((1, 0) : ℝ × ℝ) + p.2 • ((0, 1) : ℝ × ℝ) := by
    ext <;> simp
  calc L p = L (p.1 • ((1, 0) : ℝ × ℝ) + p.2 • ((0, 1) : ℝ × ℝ)) := congrArg L h
    _ = _ := by rw [map_add, map_smul, map_smul]

/-- The rate of change of a field along the ray `s ↦ s p` is its derivative in direction `p`. -/
lemma hasDerivAt_ray {F : Type*} [NormedAddCommGroup F] [NormedSpace ℝ F]
    {f : ℝ × ℝ → F} (hf : Differentiable ℝ f) (p : ℝ × ℝ) (s : ℝ) :
    HasDerivAt (fun t : ℝ => f (t • p)) (fderiv ℝ f (s • p) p) s := by
  have h : HasDerivAt (fun t : ℝ => t • p) p s :=
    ((hasDerivAt_id' s).smul_const p).congr_deriv (one_smul ℝ p)
  exact (hf (s • p)).hasFDerivAt.comp_hasDerivAt s h

/-- The weighted ray integral of a continuously differentiable curvature may be differentiated under
the integral sign. -/
theorem hasFDerivAt_rayAverage {Ω : ℝ × ℝ → ℝ} (hΩ : ContDiff ℝ 1 Ω) (p : ℝ × ℝ) :
    HasFDerivAt (rayAverage Ω) (∫ s in (0 : ℝ)..1, s ^ 2 • fderiv ℝ Ω (s • p)) p := by
  have hd : Continuous (fderiv ℝ Ω) := hΩ.continuous_fderiv one_ne_zero
  have hdiff : Differentiable ℝ Ω := hΩ.differentiable one_ne_zero
  have hc : Continuous (fun z : (ℝ × ℝ) × ℝ => z.2 ^ 2 • fderiv ℝ Ω (z.2 • z.1)) :=
    (continuous_snd.pow 2).smul (hd.comp (continuous_snd.smul continuous_fst))
  have hF : ∀ q : ℝ × ℝ, Continuous (fun s : ℝ => s * Ω (s • q)) := fun q =>
    continuous_id.mul (hΩ.continuous.comp (continuous_id.smul continuous_const))
  have hF' : Continuous (fun s : ℝ => s ^ 2 • fderiv ℝ Ω (s • p)) :=
    (continuous_id.pow 2).smul (hd.comp (continuous_id.smul continuous_const))
  -- a uniform bound on the derivative near `p`, by compactness
  obtain ⟨C, hC⟩ := ((isCompact_closedBall p 1).prod
    (isCompact_Icc (a := (0 : ℝ)) (b := 1))).exists_bound_of_continuousOn hc.continuousOn
  refine intervalIntegral.hasFDerivAt_integral_of_dominated_of_fderiv_le
    (F := fun q s => s * Ω (s • q)) (F' := fun q s => s ^ 2 • fderiv ℝ Ω (s • q))
    (bound := fun _ => C) (Metric.closedBall_mem_nhds p one_pos)
    (Filter.Eventually.of_forall fun q => (hF q).aestronglyMeasurable)
    ((hF p).intervalIntegrable 0 1) hF'.aestronglyMeasurable
    (Filter.Eventually.of_forall fun s hs q hq => ?_)
    (continuous_const.intervalIntegrable 0 1)
    (Filter.Eventually.of_forall fun s _ q _ => ?_)
  · rw [Set.uIoc_of_le zero_le_one] at hs
    exact hC (q, s) ⟨hq, hs.1.le, hs.2⟩
  · have h1 : HasFDerivAt (fun r : ℝ × ℝ => s • r)
        (s • ContinuousLinearMap.id ℝ (ℝ × ℝ)) q := (hasFDerivAt_id q).const_smul s
    have h2 := ((hdiff (s • q)).hasFDerivAt.comp q h1).const_mul s
    exact h2.congr_fderiv (ContinuousLinearMap.ext fun v => by simp [pow_two, mul_assoc])

/-- For a continuously differentiable curvature `Ω`, the weighted ray integral `c` satisfies `2 c +
(x ∂ₓ + y ∂_y) c = Ω`. -/
theorem rayAverage_euler {Ω : ℝ × ℝ → ℝ} (hΩ : ContDiff ℝ 1 Ω) (p : ℝ × ℝ) :
    2 * rayAverage Ω p + fderiv ℝ (rayAverage Ω) p p = Ω p := by
  have hd : Continuous (fderiv ℝ Ω) := hΩ.continuous_fderiv one_ne_zero
  have hdiff : Differentiable ℝ Ω := hΩ.differentiable one_ne_zero
  have hF : Continuous (fun s : ℝ => 2 * (s * Ω (s • p))) :=
    continuous_const.mul
      (continuous_id.mul (hΩ.continuous.comp (continuous_id.smul continuous_const)))
  have hL : Continuous (fun s : ℝ => s ^ 2 • fderiv ℝ Ω (s • p)) :=
    (continuous_id.pow 2).smul (hd.comp (continuous_id.smul continuous_const))
  have hLp : Continuous (fun s : ℝ => (s ^ 2 • fderiv ℝ Ω (s • p)) p) :=
    hL.clm_apply continuous_const
  rw [(hasFDerivAt_rayAverage hΩ p).fderiv,
    ContinuousLinearMap.intervalIntegral_apply (hL.intervalIntegrable 0 1)]
  -- the integrand is the total derivative of `s² Ω(s p)`
  have key := intervalIntegral.integral_eq_sub_of_hasDerivAt (a := 0) (b := 1)
    (f := fun s : ℝ => s ^ 2 * Ω (s • p))
    (f' := fun s : ℝ => 2 * (s * Ω (s • p)) + (s ^ 2 • fderiv ℝ Ω (s • p)) p)
    (fun s _ => by
      have hsq : HasDerivAt (fun t : ℝ => t ^ 2) (2 * s) s := by
        simpa using hasDerivAt_pow 2 s
      refine (hsq.mul (hasDerivAt_ray hdiff p s)).congr_deriv ?_
      change 2 * s * Ω (s • p) + s ^ 2 * fderiv ℝ Ω (s • p) p
        = 2 * (s * Ω (s • p)) + s ^ 2 * fderiv ℝ Ω (s • p) p
      ring)
    ((hF.add hLp).intervalIntegrable 0 1)
  rw [intervalIntegral.integral_add (hF.intervalIntegrable 0 1) (hLp.intervalIntegrable 0 1),
    intervalIntegral.integral_const_mul] at key
  have e : (1 : ℝ) ^ 2 * Ω ((1 : ℝ) • p) - (0 : ℝ) ^ 2 * Ω ((0 : ℝ) • p) = Ω p := by simp
  exact key.trans e

/-- For a continuously differentiable curvature, the connection `(-y c, x c)` is differentiable and
its curl is the prescribed curvature. -/
theorem radialPotential_curl {Ω : ℝ × ℝ → ℝ} (hΩ : ContDiff ℝ 1 Ω) :
    Differentiable ℝ (radialPotential Ω) ∧ ∀ p, curl (radialPotential Ω) p = Ω p := by
  have h := fun p : ℝ × ℝ =>
    have hc := (hasFDerivAt_rayAverage hΩ p).differentiableAt.hasFDerivAt
    ((hasFDerivAt_snd (𝕜 := ℝ) (p := p)).mul hc).neg.prodMk
      ((hasFDerivAt_fst (𝕜 := ℝ) (p := p)).mul hc)
  refine ⟨fun p => (h p).differentiableAt, fun p => ?_⟩
  have hf : fderiv ℝ (radialPotential Ω) p = _ := (h p).fderiv
  rw [curl, hf]
  change (p.1 * fderiv ℝ (rayAverage Ω) p (1, 0) + rayAverage Ω p * 1)
    - -(p.2 * fderiv ℝ (rayAverage Ω) p (0, 1) + rayAverage Ω p * 1) = Ω p
  have h1 := rayAverage_euler hΩ p
  rw [apply_eq_coordinates (fderiv ℝ (rayAverage Ω) p) p, smul_eq_mul, smul_eq_mul] at h1
  linear_combination h1

/-- For a differentiable connection `A` in radial gauge, `A + (x ∂ₓ + y ∂_y) A` equals the curl
times the vector `(-y, x)`. -/
theorem radial_identity {A : ℝ × ℝ → ℝ × ℝ} (hA : Differentiable ℝ A) (hr : IsRadial A)
    (q : ℝ × ℝ) : A q + fderiv ℝ A q q = curl A q • (-q.2, q.1) := by
  have hq := (hA q).hasFDerivAt
  -- differentiate the gauge condition in an arbitrary direction
  have hv : ∀ v : ℝ × ℝ, (q.1 * (fderiv ℝ A q v).1 + (A q).1 * v.1)
      + (q.2 * (fderiv ℝ A q v).2 + (A q).2 * v.2) = 0 := by
    intro v
    have h := ((hasFDerivAt_fst (𝕜 := ℝ) (p := q)).mul hq.fst).add
      ((hasFDerivAt_snd (𝕜 := ℝ) (p := q)).mul hq.snd)
    have h0 : HasFDerivAt (fun r : ℝ × ℝ => r.1 * (A r).1 + r.2 * (A r).2)
        (0 : ℝ × ℝ →L[ℝ] ℝ) q := by
      rw [show (fun r : ℝ × ℝ => r.1 * (A r).1 + r.2 * (A r).2) = fun _ => 0 from funext hr]
      exact hasFDerivAt_const 0 q
    exact DFunLike.congr_fun (h.unique h0) v
  have hx := hv (1, 0)
  have hy := hv (0, 1)
  rw [apply_eq_coordinates (fderiv ℝ A q) q]
  ext
  · simp only [curl, Prod.fst_add, Prod.smul_fst, smul_eq_mul]
    linear_combination hx
  · simp only [curl, Prod.snd_add, Prod.smul_snd, smul_eq_mul]
    linear_combination hy

/-- A differentiable connection in radial gauge with continuous curl `Ω` is the connection
`(-y c, x c)` built from `Ω`. -/
theorem eq_radialPotential {Ω : ℝ × ℝ → ℝ} (hΩ : Continuous Ω) {A : ℝ × ℝ → ℝ × ℝ}
    (hA : Differentiable ℝ A) (hcurl : ∀ p, curl A p = Ω p) (hr : IsRadial A) :
    A = radialPotential Ω := by
  funext p
  have hF : Continuous (fun s : ℝ => (s * Ω (s • p)) • ((-p.2, p.1) : ℝ × ℝ)) :=
    (continuous_id.mul (hΩ.comp (continuous_id.smul continuous_const))).smul continuous_const
  -- integrate the derivative of `s A(s p)` along the ray
  have key := intervalIntegral.integral_eq_sub_of_hasDerivAt (a := 0) (b := 1)
    (f := fun s : ℝ => s • A (s • p))
    (f' := fun s : ℝ => (s * Ω (s • p)) • ((-p.2, p.1) : ℝ × ℝ))
    (fun s _ => by
      refine ((hasDerivAt_id' s).smul (hasDerivAt_ray hA p s)).congr_deriv ?_
      have h := radial_identity hA hr (s • p)
      rw [hcurl, map_smul] at h
      calc s • fderiv ℝ A (s • p) p + (1 : ℝ) • A (s • p)
          = A (s • p) + s • fderiv ℝ A (s • p) p := by rw [one_smul, add_comm]
        _ = Ω (s • p) • (-(s • p).2, (s • p).1) := h
        _ = (s * Ω (s • p)) • ((-p.2, p.1) : ℝ × ℝ) := by
          ext <;> simp only [Prod.smul_fst, Prod.smul_snd, smul_eq_mul] <;> ring)
    (hF.intervalIntegrable 0 1)
  rw [intervalIntegral.integral_smul_const] at key
  have e : (1 : ℝ) • A ((1 : ℝ) • p) - (0 : ℝ) • A ((0 : ℝ) • p) = A p := by simp
  have h : rayAverage Ω p • ((-p.2, p.1) : ℝ × ℝ) = A p := key.trans e
  rw [← h]
  ext <;> simp only [radialPotential, Prod.smul_fst, Prod.smul_snd, smul_eq_mul] <;> ring

/-- For a continuously differentiable curvature `Ω`, a connection is differentiable, has curl
`Ω` and obeys the radial gauge condition exactly when it is `(-y c, x c)`. -/
theorem radial_gauge_iff {Ω : ℝ × ℝ → ℝ} (hΩ : ContDiff ℝ 1 Ω) (A : ℝ × ℝ → ℝ × ℝ) :
    (Differentiable ℝ A ∧ (∀ p, curl A p = Ω p) ∧ IsRadial A) ↔ A = radialPotential Ω := by
  constructor
  · rintro ⟨hA, hcurl, hr⟩
    exact eq_radialPotential hΩ.continuous hA hcurl hr
  · rintro rfl
    refine ⟨(radialPotential_curl hΩ).1, (radialPotential_curl hΩ).2, fun p => ?_⟩
    simp only [radialPotential]
    ring

/-- For a uniform curvature `B` the radial construction gives the symmetric gauge
`(-B y / 2, B x / 2)`. -/
theorem radialPotential_uniform (B : ℝ) (p : ℝ × ℝ) :
    radialPotential (fun _ => B) p = (-(B * p.2 / 2), B * p.1 / 2) := by
  have h : rayAverage (fun _ => B) p = B / 2 := by
    unfold rayAverage
    rw [intervalIntegral.integral_mul_const, integral_id]
    ring
  rw [radialPotential, h]
  ext <;> dsimp only <;> ring

end RadialGauge
```

```lean
#print axioms RadialGauge.radial_gauge_iff
#print axioms RadialGauge.radialPotential_uniform
```

```
'RadialGauge.radial_gauge_iff' depends on axioms: [propext, Classical.choice, Quot.sound]
'RadialGauge.radialPotential_uniform' depends on axioms: [propext, Classical.choice, Quot.sound]
```

## The equivalence in words

The main theorem is `radial_gauge_iff`. Its hypothesis `ContDiff ℝ 1 Ω` says that the curvature is continuously differentiable on the whole plane. For an arbitrary map `A` from the plane to itself, it states that two conditions are equivalent:

- `A` is differentiable everywhere, its curl is `Ω` at every point, and `IsRadial A` holds;
- `A` equals `radialPotential Ω`.

Read from right to left, this is existence; read from left to right, it is uniqueness.

A point of the plane and a value of the connection are both pairs in `ℝ × ℝ`, with `.1` for the $x$ component and `.2` for the $y$ component. `rayAverage Ω` is $c$, which despite the name is half of the normalised average with weight $s$, and `s • p` is the scaled point $sp$. The definition `curl` applies the derivative `fderiv ℝ A p` to the directions `(1, 0)` and `(0, 1)`, and fixes the sign as $\partial_xA_y-\partial_yA_x$. If a code defines its curvature with the opposite sign, changing the sign of `Ω` before applying the formula restores the agreement.

`radialPotential_uniform` is the symmetric gauge of the opening example.

## How the lemmas follow the derivation

`hasFDerivAt_rayAverage` differentiates under the integral. It obtains the constant `C` from compactness of a closed ball around `p` times the interval $[0,1]$, and passes it to Mathlib's theorem on dominated differentiation. `rayAverage_euler` then proves $2c+p\cdot\nabla c=\Omega$ by applying the fundamental theorem of calculus to $s^2\Omega(sp)$, whose derivative comes from `hasDerivAt_ray`, the chain rule along a ray.

`radialPotential_curl` computes the derivative of $(-yc,xc)$ with the product rule. The helper `apply_eq_coordinates` splits $p\cdot\nabla c$ into its $x$ and $y$ parts, and `linear_combination` matches the result to the previous identity.

For uniqueness, `radial_identity` differentiates the gauge condition. The function $xA_x+yA_y$ is identically zero, so its derivative vanishes in every direction; the directions `(1, 0)` and `(0, 1)` give the two equations of the derivation. `eq_radialPotential` integrates the derivative of $s\,A(sp)$ and needs only continuity of `Ω`. The main theorem joins the two halves, with `ring` checking the gauge condition.

## Smooth fields on the whole plane, with exact integrals

The theorems concern real vector fields. They contain no Bloch states, so they neither derive `Ω` from a Hamiltonian nor construct the phase change that brings given states into radial gauge. The connection has one real value per direction, which fits a single band and not the matrix-valued connection of a degenerate group. The domain is the plane and not the Brillouin torus, so periodicity of $A$ in $k$ is not part of the result. The integral is exact; the error of a quadrature rule, or of interpolating $\Omega$ from a grid, needs its own estimate.

Differentiability of $A$ matters at band touchings. Consider

$$A(x,y)=\frac{(-y,\,x)}{2(x^2+y^2)},\qquad A(0,0)=(0,0).$$

This field satisfies the gauge condition everywhere and has zero curl away from the origin, yet its integral around a counterclockwise circle centred there is $\pi$, the Berry phase of a massless two-band Dirac point up to sign. The ray formula with $\Omega=0$ returns $A=0$ and misses that phase. Since `fderiv` is zero by convention where a map is not differentiable, `curl` is zero even at the origin, and only the requirement `Differentiable ℝ A` excludes this field. In a code, the corresponding precaution is to check that the band stays separated from the bands above and below it everywhere on the patch before building a connection from sampled curvature.
